# Picone's identity for two real Sturm–Liouville equations, with a comparison of zeros

## Two radial solutions on one interval

Many augmented-wave and multiple-scattering methods place a sphere around each atom. Inside a sphere with a spherical one-electron potential $V(r)$, and without relativistic corrections, the reduced radial function $u(r) = rR(r)$, with $R$ the radial factor of the wave function at angular momentum $l$ and energy $E$, obeys

$$\frac{\hbar^2}{2m}\,u'' = \Big(V + \frac{\hbar^2 l(l+1)}{2m r^2} - E\Big)u ,$$

where $m$ is the electron mass. Matching such a solution to the outside can be expressed through the logarithmic derivative $u'/u$ at the sphere radius, and the number of nodes of $u$ helps to classify the solution. This raises the question of how logarithmic derivatives and nodes compare between two solutions that belong to different energies or potentials. A particle on a line with position-dependent mass $m(x)$ and kinetic-energy operator $-\frac{d}{dx}\frac{\hbar^2}{2m(x)}\frac{d}{dx}$ has the same structure, $(p u')' = q u$ with $p = \hbar^2/2m(x)$ and $q = V - E$, and there two problems may differ in $p$ as well. Picone's identity writes such a comparison as a sum of weighted squares, wherever the second solution has no zero.

## The bracket and the density

Let $p, q, P, Q, u, v$ be real functions of a real variable $x$, and suppose that on an open interval $(a,b)$

$$(p u')' = q u, \qquad (P v')' = Q v, \qquad v \neq 0 .$$

Only $u$, $v$ and the products $p u'$, $P v'$ are taken to be differentiable. Define the bracket $B$ and the density $D$ by

$$B = u\,p u' - u^2\,\frac{P v'}{v}, \qquad D = (q-Q)u^2 + (p-P)u'^2 + P\Big(u' - u\frac{v'}{v}\Big)^2 .$$

The identity is $B' = D$ at every point of $(a,b)$. Where $u \neq 0$ the bracket equals $u^2\,(p u'/u - P v'/v)$, the difference of the two weighted logarithmic derivatives times $u^2$. In the radial problem $p = \hbar^2/2m$ and $q = V + \hbar^2 l(l+1)/(2mr^2) - E$, so the centrifugal term counts as part of the potential. For a common potential, mass and angular momentum, with $u$ at energy $E_u$ and $v$ at energy $E_v$, one has $p = P$ and $q - Q = E_v - E_u$.

## Product rule, Riccati equation and a completed square

The first term of $B$ is differentiated with the product rule and the equation for $u$:

$$(u\,p u')' = u'\,p u' + u\,q u = q u^2 + p u'^2 .$$

For the second term put $w = P v'/v$. The quotient rule and the equation for $v$ give the Riccati equation

$$w' = \frac{Q v\cdot v - P v'\cdot v'}{v^2} = Q - P\Big(\frac{v'}{v}\Big)^2 .$$

With $(u^2)' = 2 u u'$ the product rule yields

$$(u^2 w)' = 2 u u'\,\frac{P v'}{v} + Q u^2 - P u^2\Big(\frac{v'}{v}\Big)^2 .$$

Subtracting,

$$B' = (q - Q)u^2 + p u'^2 - 2P\,u'\,u\frac{v'}{v} + P\Big(u\frac{v'}{v}\Big)^2 .$$

Writing $p u'^2 = (p-P)u'^2 + P u'^2$ completes the last three terms to $P(u' - u v'/v)^2$, and $B' = D$ follows.

## Monotonicity of the bracket and zeros of $v$

If both equations hold and $v \neq 0$ on the closed interval between $a$ and $b$, and $D$ is integrable there, the fundamental theorem of calculus gives $\int_a^b D\,dx = B(b) - B(a)$.

Now let $Q \le q$ and $0 \le P \le p$ on $[a,b]$. The condition $Q \le q$ says that $v$ has at least the local kinetic energy $E - V$ of $u$; $P \le p$ says that the particle described by $v$ is at least as heavy; and $P \ge 0$ holds for any positive mass. Each term of $D$ is then a nonnegative weight times a square, so $B' \ge 0$ and $B$ is nondecreasing on $[a,b]$ as long as $v$ has no zero there.

Assume further that $u(a) = u(b) = 0$ and that at some point $c$ with $a < c < b$ both $Q(c) < q(c)$ and $u(c) \neq 0$ hold: the two problems differ strictly at a place where $u$ has amplitude. Then $v$ has a zero in $[a,b]$. Suppose it had none. Every term of $B$ carries a factor $u$, so $B(a) = B(b) = 0$. Monotonicity gives $0 = B(a) \le B(x) \le B(b) = 0$ for all $x$ in $[a,b]$, so $B$ vanishes near $c$ and $B'(c) = 0$. But $B'(c) = D(c) \ge (q(c) - Q(c))\,u(c)^2 > 0$, a contradiction.

For non-interacting electrons in a fixed spherical potential, on an interval away from the nucleus, this says that, for a fixed angular momentum $l$, a radial solution at $E_v > E_u$ has a node somewhere from one node of a solution at $E_u$ with the same $l$ to the next, end points included.

As a concrete pair take $u = \sin x$ with $p = 1$, $q = -1$ and $v = \cos 2x$ with $P = 1$, $Q = -4$, free waves of wave numbers $1$ and $2$. On $(-\pi/4, \pi/4)$ the function $v$ has no zero, $v'/v = -2\tan 2x$, and the definitions read $B = \sin x\cos x + 2\sin^2 x\,\tan 2x$ and $D = 3\sin^2 x + (\cos x + 2\sin x\tan 2x)^2$.

## Slopes as given functions, and the reach of the hypotheses

In Lean all functions have type `ℝ → ℝ`, and `u'`, `v'` are independent functions tied to `u`, `v` by a hypothesis. `Solves p q u u' x` says two things at the single point $x$: $u$ has derivative `u' x`, and $y \mapsto p(y)u'(y)$ has derivative `q x * u x`. The sign convention is thus $q = V - E$, negative in the classically allowed region. No separate smoothness condition is placed on $p$, $q$, $P$, $Q$, and the identity itself uses no sign condition. The equations must hold at every point of the interval, however, and this in general excludes abrupt steps. Where the mass jumps while $p u'$ is continuous and nonzero, $u'$ jumps and $u$ has no derivative; where the potential jumps and $u \neq 0$, $p u'$ has a kink. For a layered structure with sharp interfaces the identity therefore applies inside each layer, and the comparison as stated does not in general reach across an interface. The definitions `bracket` and `density` are $B$ and $D$. No normalisation enters, since both scale as $u^2$ and contain $v$ only through $v'/v$. Lean sets a quotient by zero to zero, so $B$ and $D$ have values at nodes of $v$, but every statement about their relation assumes `v x ≠ 0`.

The theorem `picone_identity` states $B' = D$ on `Ioo a b`, the open interval, with both expressions written out; for $a \ge b$ that interval is empty and nothing is claimed. `picone_integral` uses `uIcc a b`, the closed interval with the end points in either order, and takes integrability of $D$ as the hypothesis `hint`, which is assumed and not derived from the coefficients. `bracket_monotoneOn` and `sturm_picone_comparison` work on `Icc a b`. Because `HasDerivAt` is two-sided, these closed-interval statements need the equations at $a$ and $b$ for functions that extend a little beyond them. A regular radial solution $v$ vanishes at $r = 0$, so integrals that start at the nucleus are not covered, nor are complex solutions or coupled channels.

The comparison is weaker in its conclusion than the classical Sturm–Picone theorem, which places the zero strictly between $a$ and $b$ unless $u$ and $v$ are proportional. Here the zero may sit at an end point, the strict inequality `Q c < q c` is an assumption, and $v$ is not required to be nontrivial, so $v = 0$ satisfies the conclusion at once.

## The Lean file

```lean
import Mathlib

open Set

namespace PiconeIdentity

noncomputable section

/-- At the point `x`, the function `u` has slope `u' x` and the flux `p u'` has slope `q u`:
the Sturm-Liouville equation `(p u')' = q u` holds at `x`. -/
def Solves (p q u u' : ℝ → ℝ) (x : ℝ) : Prop :=
  HasDerivAt u (u' x) x ∧ HasDerivAt (fun y => p y * u' y) (q x * u x) x

/-- The Picone bracket `u p u' - u² P v'/v`. -/
def bracket (p P u u' v v' : ℝ → ℝ) (x : ℝ) : ℝ :=
  u x * (p x * u' x) - u x ^ 2 * (P x * v' x / v x)

/-- The Picone density `(q - Q) u² + (p - P) u'² + P (u' - u v'/v)²`. -/
def density (p q P Q u u' v v' : ℝ → ℝ) (x : ℝ) : ℝ :=
  (q x - Q x) * u x ^ 2 + (p x - P x) * u' x ^ 2 + P x * (u' x - u x * v' x / v x) ^ 2

variable {p q P Q u u' v v' : ℝ → ℝ}

/-- For a solution of `(p u')' = q u`, the product `u p u'` has slope `q u² + p u'²`. -/
theorem hasDerivAt_amplitude_flux {x : ℝ} (hu : Solves p q u u' x) :
    HasDerivAt (fun y => u y * (p y * u' y)) (q x * u x ^ 2 + p x * u' x ^ 2) x := by
  have h := hu.1.fun_mul hu.2
  exact h.congr_deriv (by ring)

/-- Riccati equation: where a solution of `(P v')' = Q v` does not vanish, the weighted
logarithmic derivative `P v'/v` has slope `Q - P (v'/v)²`. -/
theorem hasDerivAt_riccati {x : ℝ} (hv : Solves P Q v v' x) (h0 : v x ≠ 0) :
    HasDerivAt (fun y => P y * v' y / v y) (Q x - P x * (v' x / v x) ^ 2) x := by
  have h := hv.2.fun_div hv.1 h0
  refine h.congr_deriv ?_
  field_simp

/-- Picone identity at a point: where both equations hold and `v` does not vanish, the slope
of the bracket is the density. -/
theorem picone_at {x : ℝ} (hu : Solves p q u u' x) (hv : Solves P Q v v' x) (h0 : v x ≠ 0) :
    HasDerivAt (bracket p P u u' v v') (density p q P Q u u' v v' x) x := by
  have hsq : HasDerivAt (fun y => u y ^ 2) (2 * u x * u' x) x := by
    have h := hu.1.fun_mul hu.1
    have e : (fun y => u y ^ 2) = fun y => u y * u y := by
      funext y; ring
    rw [e]
    exact h.congr_deriv (by ring)
  -- product rule for u² · (P v'/v), then complete the square
  have h := (hasDerivAt_amplitude_flux hu).fun_sub (hsq.fun_mul (hasDerivAt_riccati hv h0))
  refine HasDerivAt.congr_deriv (f := bracket p P u u' v v') h ?_
  unfold density
  ring

/-- Picone identity: if `(p u')' = q u` and `(P v')' = Q v` on an open interval where `v` has
no zero, then `u p u' - u² P v'/v` has slope `(q - Q) u² + (p - P) u'² + P (u' - u v'/v)²`. -/
theorem picone_identity {a b : ℝ} (hu : ∀ x ∈ Ioo a b, Solves p q u u' x)
    (hv : ∀ x ∈ Ioo a b, Solves P Q v v' x) (h0 : ∀ x ∈ Ioo a b, v x ≠ 0) :
    ∀ x ∈ Ioo a b,
      HasDerivAt (fun y => u y * (p y * u' y) - u y ^ 2 * (P y * v' y / v y))
        ((q x - Q x) * u x ^ 2 + (p x - P x) * u' x ^ 2
          + P x * (u' x - u x * v' x / v x) ^ 2) x :=
  fun x hx => picone_at (hu x hx) (hv x hx) (h0 x hx)

/-- Integrated Picone identity: if both equations hold and `v` has no zero on the closed interval
between `a` and `b`, the integral of an integrable density from `a` to `b` is the change of the
bracket between the end points. -/
theorem picone_integral {a b : ℝ} (hu : ∀ x ∈ uIcc a b, Solves p q u u' x)
    (hv : ∀ x ∈ uIcc a b, Solves P Q v v' x) (h0 : ∀ x ∈ uIcc a b, v x ≠ 0)
    (hint : IntervalIntegrable (density p q P Q u u' v v') MeasureTheory.volume a b) :
    ∫ x in a..b, density p q P Q u u' v v' x
      = bracket p P u u' v v' b - bracket p P u u' v v' a :=
  intervalIntegral.integral_eq_sub_of_hasDerivAt
    (fun x hx => picone_at (hu x hx) (hv x hx) (h0 x hx)) hint

/-- If `Q ≤ q` and `0 ≤ P ≤ p` on `[a, b]`, both equations hold and `v` has no zero there,
the bracket is nondecreasing on `[a, b]`. -/
theorem bracket_monotoneOn {a b : ℝ} (hu : ∀ x ∈ Icc a b, Solves p q u u' x)
    (hv : ∀ x ∈ Icc a b, Solves P Q v v' x) (h0 : ∀ x ∈ Icc a b, v x ≠ 0)
    (hq : ∀ x ∈ Icc a b, Q x ≤ q x) (hp : ∀ x ∈ Icc a b, P x ≤ p x)
    (hP : ∀ x ∈ Icc a b, 0 ≤ P x) :
    MonotoneOn (bracket p P u u' v v') (Icc a b) := by
  have hd : ∀ x ∈ Icc a b,
      HasDerivAt (bracket p P u u' v v') (density p q P Q u u' v v' x) x :=
    fun x hx => picone_at (hu x hx) (hv x hx) (h0 x hx)
  refine monotoneOn_of_deriv_nonneg (convex_Icc a b)
    (fun x hx => (hd x hx).continuousAt.continuousWithinAt)
    (fun x hx => (hd x (interior_subset hx)).differentiableAt.differentiableWithinAt) ?_
  intro x hx
  have hx' : x ∈ Icc a b := interior_subset hx
  rw [(hd x hx').deriv]
  -- each of the three terms is a nonnegative weight times a square
  exact add_nonneg (add_nonneg
    (mul_nonneg (sub_nonneg.2 (hq x hx')) (sq_nonneg _))
    (mul_nonneg (sub_nonneg.2 (hp x hx')) (sq_nonneg _)))
    (mul_nonneg (hP x hx') (sq_nonneg _))

/-- Weak Sturm-Picone comparison: let both equations hold on `[a, b]`, let `u` vanish at `a` and
`b`, let `Q ≤ q` and `0 ≤ P ≤ p` on `[a, b]`, with `Q < q` and `u ≠ 0` at some interior point. Then
`v` has a zero in `[a, b]`. -/
theorem sturm_picone_comparison {a b c : ℝ} (hu : ∀ x ∈ Icc a b, Solves p q u u' x)
    (hv : ∀ x ∈ Icc a b, Solves P Q v v' x)
    (hq : ∀ x ∈ Icc a b, Q x ≤ q x) (hp : ∀ x ∈ Icc a b, P x ≤ p x)
    (hP : ∀ x ∈ Icc a b, 0 ≤ P x) (ha : u a = 0) (hb : u b = 0)
    (hc : c ∈ Ioo a b) (hqc : Q c < q c) (huc : u c ≠ 0) :
    ∃ x ∈ Icc a b, v x = 0 := by
  by_contra hne
  have h0 : ∀ x ∈ Icc a b, v x ≠ 0 := fun x hx h => hne ⟨x, hx, h⟩
  have hmono := bracket_monotoneOn hu hv h0 hq hp hP
  have hab : a ≤ b := (hc.1.trans hc.2).le
  have hA : bracket p P u u' v v' a = 0 := by simp [bracket, ha]
  have hB : bracket p P u u' v v' b = 0 := by simp [bracket, hb]
  -- monotone with vanishing end values: the bracket is zero throughout
  have hz : ∀ x ∈ Icc a b, bracket p P u u' v v' x = 0 := by
    intro x hx
    have h1 := hmono (left_mem_Icc.2 hab) hx hx.1
    have h2 := hmono hx (right_mem_Icc.2 hab) hx.2
    linarith
  have hc' : c ∈ Icc a b := Ioo_subset_Icc_self hc
  have hev : bracket p P u u' v v' =ᶠ[nhds c] fun _ => (0 : ℝ) := by
    filter_upwards [Icc_mem_nhds hc.1 hc.2] with x hx using hz x hx
  have hzero : HasDerivAt (bracket p P u u' v v') 0 c :=
    (hasDerivAt_const c (0 : ℝ)).congr_of_eventuallyEq hev
  have hdens : density p q P Q u u' v v' c = 0 :=
    (picone_at (hu c hc') (hv c hc') (h0 c hc')).unique hzero
  -- but the density is strictly positive at c
  have t1 : 0 < (q c - Q c) * u c ^ 2 := mul_pos (sub_pos.2 hqc) (by positivity)
  have t2 : 0 ≤ (p c - P c) * u' c ^ 2 := mul_nonneg (sub_nonneg.2 (hp c hc')) (sq_nonneg _)
  have t3 : 0 ≤ P c * (u' c - u c * v' c / v c) ^ 2 := mul_nonneg (hP c hc') (sq_nonneg _)
  unfold density at hdens
  linarith

/-- The waves `u = sin x` (with `p = 1`, `q = -1`) and `v = cos 2x` (with `P = 1`, `Q = -4`)
solve their equations everywhere; `u` vanishes at `0` and `π` but not at `π/2`, and `v` has
no zero on `(-π/4, π/4)`. -/
theorem picone_witness :
    (∀ x, Solves (fun _ => 1) (fun _ => -1) Real.sin Real.cos x) ∧
    (∀ x, Solves (fun _ => 1) (fun _ => -4) (fun y => Real.cos (2 * y))
      (fun y => -2 * Real.sin (2 * y)) x) ∧
    Real.sin 0 = 0 ∧ Real.sin Real.pi = 0 ∧ Real.sin (Real.pi / 2) ≠ 0 ∧
    ∀ x ∈ Ioo (-(Real.pi / 4)) (Real.pi / 4), Real.cos (2 * x) ≠ 0 := by
  refine ⟨fun x => ⟨Real.hasDerivAt_sin x, ?_⟩, fun x => ?_, Real.sin_zero, Real.sin_pi,
    by simp, fun x hx => ?_⟩
  · exact ((Real.hasDerivAt_cos x).const_mul 1).congr_deriv (by ring)
  · have h2 : HasDerivAt (fun y : ℝ => 2 * y) 2 x :=
      ((hasDerivAt_id' x).const_mul 2).congr_deriv (by ring)
    refine ⟨h2.cos.congr_deriv (by ring), ?_⟩
    exact ((h2.sin.const_mul (-2)).const_mul 1).congr_deriv (by ring)
  · exact (Real.cos_pos_of_mem_Ioo ⟨by linarith [hx.1], by linarith [hx.2]⟩).ne'

end

end PiconeIdentity
```

```lean
#print axioms PiconeIdentity.picone_identity
-- 'PiconeIdentity.picone_identity' depends on axioms: [propext, Classical.choice, Quot.sound]
#print axioms PiconeIdentity.picone_integral
-- 'PiconeIdentity.picone_integral' depends on axioms: [propext, Classical.choice, Quot.sound]
#print axioms PiconeIdentity.sturm_picone_comparison
-- 'PiconeIdentity.sturm_picone_comparison' depends on axioms: [propext, Classical.choice, Quot.sound]
```

## From two derivative lemmas to the identity

`hasDerivAt_amplitude_flux` is the first product rule: `hu.1.fun_mul hu.2` produces the slope $u'\,pu' + u\,qu$, and `congr_deriv` with `ring` rearranges it to $q u^2 + p u'^2$. `hasDerivAt_riccati` is the quotient rule: `hv.2.fun_div hv.1 h0` gives $(Qv\cdot v - Pv'\cdot v')/v^2$, and `field_simp` clears the denominators using $v(x) \neq 0$.

In `picone_at` the step `hsq` is $(u^2)' = 2uu'$, obtained from the product $u\cdot u$. The term `h` applies the product rule to $u^2 w$ and subtracts the result from the first lemma, which is the displayed expression for $B'$ before regrouping. The closing `ring` completes the square; this is a polynomial identity in the values and in $1/v$, so the condition on $v$ enters only through the Riccati lemma. `picone_identity` applies `picone_at` at each point of the interval, and `picone_integral` hands the same pointwise derivative, with `hint`, to `intervalIntegral.integral_eq_sub_of_hasDerivAt`.

## The contradiction at the interior point

`bracket_monotoneOn` calls `monotoneOn_of_deriv_nonneg`, which needs continuity of $B$ on $[a,b]$, differentiability inside and a nonnegative derivative. The first two come from `hd`, the identity at each point, and the third is the sum of three `mul_nonneg` terms, one for each weight times a square. Going through monotonicity and not through the integral means that the comparison needs no integrability assumption.

`sturm_picone_comparison` follows the argument given above. After `by_contra`, `h0` says that $v$ has no zero; `hA` and `hB` are $B(a) = B(b) = 0$; and `hz` squeezes $B(x)$ between them. Since $[a,b]$ is a neighbourhood of $c$, `hev` makes $B$ agree with the zero function near $c$, and `hzero` gives $B'(c) = 0$. Uniqueness of the derivative turns this into $D(c) = 0$ in `hdens`, while `t1`, `t2`, `t3` show one term positive and two nonnegative, and `linarith` closes the contradiction.

`picone_witness` checks the concrete pair: $\sin x$ and $\cos 2x$ solve their equations everywhere, by the derivatives of sine and cosine and the chain rule for $2x$; $\sin$ vanishes at $0$ and $\pi$ but not at $\pi/2$; and $\cos 2x \neq 0$ on $(-\pi/4, \pi/4)$ because $2x$ lies in $(-\pi/2, \pi/2)$, where the cosine is positive. The last clause supplies an interval for `picone_identity`. The others, with $-4 < -1$ and $P = p = 1$, match the assumptions of the comparison at $a = 0$, $b = \pi$, $c = \pi/2$, although the theorem lists these facts without applying the comparison to them.
